# Two inequalities decide whether a damped four-parameter phonon mode is free of gain

After a four-parameter phonon mode has been fitted to an infrared reflectivity spectrum, the fitted numbers should be checked for gain: a crystal in equilibrium absorbs light and does not amplify it, but the fit formula can do either. For a single mode with positive transverse damping, the check at all positive frequencies reduces to two inequalities between the four parameters.

```lean
import Mathlib

open Complex

namespace FourParameterPhonon

noncomputable section
```

## The permittivity and its sign convention

Let w be the light frequency, T and L the transverse and longitudinal phonon frequencies, and b and a their respective dampings. Relative to its high-frequency value, the permittivity is

ε(w) = (L² − w² − i a w) / (T² − w² − i b w).

The dampings are phenomenological constants that stand for the decay of the phonons through anharmonicity and defects. In Lean, all parameters are real numbers and the value is complex.

```lean
/-- The four-parameter phonon permittivity at frequency `w`, relative to its high-frequency
value, with longitudinal frequency `L` and damping `a`, transverse frequency `T` and
damping `b`. -/
def permittivity (L T a b w : ℝ) : ℂ :=
  (((L ^ 2 - w ^ 2 : ℝ) : ℂ) - ((a * w : ℝ) : ℂ) * I) /
    (((T ^ 2 - w ^ 2 : ℝ) : ℂ) - ((b * w : ℝ) : ℂ) * I)
```

With time dependence exp(−iwt), absorption means Im ε ≥ 0. A positive real high-frequency value multiplies ε without changing this sign. The predicate `IsPassive` demands the inequality at every w > 0, and demands nothing else; causality is not part of it.

```lean
/-- The model is passive if the imaginary part of the permittivity is nonnegative at every
positive frequency. -/
def IsPassive (L T a b : ℝ) : Prop :=
  ∀ w : ℝ, 0 < w → 0 ≤ (permittivity L T a b w).im
```

## The imaginary part in closed form

Multiply numerator and denominator by T² − w² + i b w. The denominator becomes (T² − w²)² + (b w)², and the imaginary part of the numerator is

b w (L² − w²) − a w (T² − w²) = w [(b L² − a T²) + (a − b) w²].

Hence

Im ε(w) = w [(b L² − a T²) + (a − b) w²] / [(T² − w²)² + (b w)²].

In the proof, `hre` and `him` read off real and imaginary parts, `Complex.div_im` supplies the quotient formula, and `ring` does the algebra.

```lean
/-- The imaginary part of the permittivity in closed form. -/
theorem permittivity_im (L T a b w : ℝ) :
    (permittivity L T a b w).im =
      w * ((b * L ^ 2 - a * T ^ 2) + (a - b) * w ^ 2) /
        ((T ^ 2 - w ^ 2) ^ 2 + (b * w) ^ 2) := by
  have hre : ∀ x y : ℝ, ((x : ℂ) - (y : ℂ) * I).re = x := by
    intro x y
    simp
  have him : ∀ x y : ℝ, ((x : ℂ) - (y : ℂ) * I).im = -y := by
    intro x y
    simp
  simp only [permittivity, Complex.div_im, Complex.normSq_apply, hre, him]
  rw [← sub_div]
  congr 1 <;> ring
```

For b > 0 and w > 0 the denominator is positive, and so is the prefactor w. The sign of the absorption is therefore the sign of the bracket, which is affine in w². The lemma removes the denominator with `le_div_iff₀` and then the factor w.

```lean
/-- For positive transverse damping and at a positive frequency, the imaginary part of the
permittivity is nonnegative exactly when a certain affine function of the squared frequency is. -/
theorem im_nonneg_iff {L T a b w : ℝ} (hb : 0 < b) (hw : 0 < w) :
    0 ≤ (permittivity L T a b w).im ↔
      0 ≤ (b * L ^ 2 - a * T ^ 2) + (a - b) * w ^ 2 := by
  -- damping keeps the denominator away from zero
  have hD : 0 < (T ^ 2 - w ^ 2) ^ 2 + (b * w) ^ 2 := by positivity
  rw [permittivity_im, le_div_iff₀ hD, zero_mul, mul_nonneg_iff_of_pos_left hw]
```

## Testing the slope and the intercept

Write P = b L² − a T², S = a − b and u = w². As w runs over the positive frequencies, u runs over all positive numbers, so the model is passive exactly when P + S u ≥ 0 for every u > 0.

Suppose this holds. If S were negative, the choice u = (|P| + 1)/(−S) would give

P + S u = P − |P| − 1 < 0,

a contradiction, so S ≥ 0. If P were then negative, the choice u = −P/(S + 1) would give (S + 1) u = −P, and so

P + S u = −u < 0,

again a contradiction, so P ≥ 0. Conversely, if S ≥ 0 and P ≥ 0, both terms of the sum are nonnegative. The result is

Im ε(w) ≥ 0 for all w > 0 ⇔ b ≤ a and a T² ≤ b L².

Only b > 0 is assumed; L, T and a may be any real numbers. In the Lean proof, `key` passes from w² to an arbitrary positive u by taking w = √u, and the two proofs by contradiction use the values of u chosen above.

```lean
/-- For positive transverse damping `b`, the four-parameter model is passive if and only if the
longitudinal damping is at least the transverse one and `a T² ≤ b L²`. -/
theorem isPassive_iff {L T a b : ℝ} (hb : 0 < b) :
    IsPassive L T a b ↔ b ≤ a ∧ a * T ^ 2 ≤ b * L ^ 2 := by
  constructor
  · intro h
    -- every positive number is the square of a positive frequency
    have key : ∀ u : ℝ, 0 < u → 0 ≤ (b * L ^ 2 - a * T ^ 2) + (a - b) * u := by
      intro u hu
      have h1 := (im_nonneg_iff hb (Real.sqrt_pos.2 hu)).1 (h _ (Real.sqrt_pos.2 hu))
      rwa [Real.sq_sqrt hu.le] at h1
    -- high frequencies test the slope
    have hab : b ≤ a := by
      by_contra hlt
      have hd : 0 < b - a := sub_pos.2 (not_le.1 hlt)
      have h1 := key ((|b * L ^ 2 - a * T ^ 2| + 1) / (b - a)) (by positivity)
      have h2 : (b - a) * ((|b * L ^ 2 - a * T ^ 2| + 1) / (b - a)) =
          |b * L ^ 2 - a * T ^ 2| + 1 := mul_div_cancel₀ _ hd.ne'
      have h3 := le_abs_self (b * L ^ 2 - a * T ^ 2)
      linarith
    refine ⟨hab, ?_⟩
    -- low frequencies test the intercept
    by_contra hlt
    have hP : 0 < a * T ^ 2 - b * L ^ 2 := sub_pos.2 (not_le.1 hlt)
    have hQ : 0 < a - b + 1 := by linarith
    have hu : 0 < (a * T ^ 2 - b * L ^ 2) / (a - b + 1) := div_pos hP hQ
    have h1 := key _ hu
    have h2 : (a - b + 1) * ((a * T ^ 2 - b * L ^ 2) / (a - b + 1)) =
        a * T ^ 2 - b * L ^ 2 := mul_div_cancel₀ _ hQ.ne'
    linarith
  · rintro ⟨hab, hLT⟩ w hw
    rw [im_nonneg_iff hb hw]
    exact add_nonneg (sub_nonneg.2 hLT) (mul_nonneg (sub_nonneg.2 hab) (sq_nonneg w))
```

For b > 0, the test in a fitting code is one line, `b <= a and a*T**2 <= b*L**2`. The constraints can also be built into the fit: for given T and b > 0, with free real numbers s and t, set

a = b + s²,  L² = (a/b) T² + t².

Both inequalities then hold automatically. The test concerns one factor. In a product of several such factors the phases add, so the product can show gain even when every factor passes, and it can be free of gain even when one factor fails. A fit with several factors has to be checked on the whole product.

## Where the gain sits

If a < b, the bracket is P − (b − a) w², which is negative exactly when

w² > (b L² − a T²)/(b − a).

Gain then appears at high frequency, possibly beyond the measured window, where a check on the data grid would miss it. If the right-hand side is negative, there is gain at every positive frequency.

The Lean proof negates both sides of `im_nonneg_iff` and clears the denominator b − a.

```lean
/-- If the transverse damping is positive and the longitudinal damping is smaller, then among the
positive frequencies the imaginary part of the permittivity is negative exactly above a threshold in
the squared frequency. -/
theorem gain_above_threshold {L T a b w : ℝ} (hb : 0 < b) (hw : 0 < w) (hab : a < b) :
    (permittivity L T a b w).im < 0 ↔
      (b * L ^ 2 - a * T ^ 2) / (b - a) < w ^ 2 := by
  have h := not_congr (im_nonneg_iff (L := L) (T := T) (a := a) hb hw)
  simp only [not_le] at h
  rw [h, div_lt_iff₀ (sub_pos.2 hab)]
  constructor <;> intro h1 <;> linarith
```

If b < a, the bracket increases with w² and is negative exactly when

w² < (a T² − b L²)/(a − b).

Gain now sits at low frequency, and there is none if the right-hand side is zero or negative. The proof follows the same pattern.

```lean
/-- If the transverse damping is positive and the longitudinal damping is larger, then among the
positive frequencies the imaginary part of the permittivity is negative exactly below a threshold in
the squared frequency. -/
theorem gain_below_threshold {L T a b w : ℝ} (hb : 0 < b) (hw : 0 < w) (hab : b < a) :
    (permittivity L T a b w).im < 0 ↔
      w ^ 2 < (a * T ^ 2 - b * L ^ 2) / (a - b) := by
  have h := not_congr (im_nonneg_iff (L := L) (T := T) (a := a) hb hw)
  simp only [not_le] at h
  rw [h, lt_div_iff₀ (sub_pos.2 hab)]
  constructor <;> intro h1 <;> linarith
```

## What passivity says about the two frequencies

Let L ≥ 0 and let the model be passive with b > 0. If T were larger than L, then b ≤ a and a > 0 would give

b L² ≤ a L² < a T²,

against a T² ≤ b L². Hence T ≤ L. In Lean, `h2` and `h3` are the two links of this chain, and `linarith` joins them.

The assumption b > 0 matters here. Take a = b = −1, L = 1 and T = 2. The closed form gives

Im ε(w) = 3w / [(4 − w²)² + w²] > 0

at every w > 0, although T > L. A negative damping describes a mode that grows in time, and positive absorption alone does not exclude it.

```lean
/-- In a passive four-parameter model with positive transverse damping and nonnegative longitudinal
frequency, the transverse frequency does not exceed the longitudinal one. -/
theorem IsPassive.transverse_le_longitudinal {L T a b : ℝ} (hb : 0 < b) (hL : 0 ≤ L)
    (h : IsPassive L T a b) : T ≤ L := by
  obtain ⟨hab, hLT⟩ := (isPassive_iff hb).1 h
  by_contra hlt
  have h1 : L ^ 2 < T ^ 2 := by nlinarith [not_le.1 hlt]
  have ha : 0 < a := lt_of_lt_of_le hb hab
  -- the chain b L² ≤ a L² < a T² contradicts passivity
  have h2 : 0 ≤ (a - b) * L ^ 2 := mul_nonneg (sub_nonneg.2 hab) (sq_nonneg L)
  have h3 : 0 < a * (T ^ 2 - L ^ 2) := mul_pos ha (sub_pos.2 h1)
  linarith
```

For equal dampings a = b the slope vanishes, and the model is the ordinary Lorentz oscillator,

ε(w) = 1 + (L² − T²)/(T² − w² − i b w).

The remaining condition is b T² ≤ b L², which for nonnegative L and T means T ≤ L. One direction is the preceding theorem; the other squares the inequality and multiplies it by b.

```lean
/-- With equal positive dampings and nonnegative longitudinal and transverse frequencies, the model
is passive if and only if the transverse frequency does not exceed the longitudinal one. -/
theorem isPassive_equal_damping_iff {L T b : ℝ} (hb : 0 < b) (hL : 0 ≤ L) (hT : 0 ≤ T) :
    IsPassive L T b b ↔ T ≤ L := by
  constructor
  · exact fun h => h.transverse_le_longitudinal hb hL
  · intro h
    have h1 : T ^ 2 ≤ L ^ 2 := pow_le_pow_left₀ hT h 2
    exact (isPassive_iff hb).2 ⟨le_refl b, mul_le_mul_of_nonneg_left h1 hb.le⟩
```

With unequal dampings the order of the frequencies is not enough. Take L = 2, T = 1, a = 1 and b = 2. The bracket is 7 − w², so gain begins above w = √7, and at w = 3

Im ε(3) = 3 · (7 − 9) / (64 + 36) = −0.06.

The Lean proof inserts these numbers into the closed form and evaluates the sign.

```lean
/-- With `L = 2`, `T = 1`, `a = 1`, `b = 2`, the imaginary part of the permittivity is
negative at frequency `3`, although the longitudinal frequency exceeds the transverse one. -/
theorem gain_despite_frequency_order : (permittivity 2 1 1 2 3).im < 0 := by
  rw [permittivity_im]
  norm_num

end

end FourParameterPhonon
```

```lean
#print axioms FourParameterPhonon.gain_above_threshold
#print axioms FourParameterPhonon.gain_below_threshold
#print axioms FourParameterPhonon.isPassive_equal_damping_iff
#print axioms FourParameterPhonon.gain_despite_frequency_order
```

```
'FourParameterPhonon.gain_above_threshold' depends on axioms: [propext, Classical.choice, Quot.sound]
'FourParameterPhonon.gain_below_threshold' depends on axioms: [propext, Classical.choice, Quot.sound]
'FourParameterPhonon.isPassive_equal_damping_iff' depends on axioms: [propext, Classical.choice, Quot.sound]
'FourParameterPhonon.gain_despite_frequency_order' depends on axioms: [propext, Classical.choice, Quot.sound]
```
